# A positive orbital gap makes X ↦ −[P,[F,X]] invertible on the tangent space of a density matrix

A: Let $P$ be a real orthogonal projector commuting with a real symmetric matrix $F$. Suppose $v\cdot Fv\le\mu\,v\cdot v$ for $v$ in range $P$ and $v\cdot Fv\ge(\mu+\gamma)\,v\cdot v$ for $v$ in $\ker P$, with $\gamma>0$. Then $\Omega X=-[P,[F,X]]$ maps the space of symmetric $X$ with $PX+XP=X$ bijectively onto itself. It is self-adjoint for the trace form, and $\mathrm{Tr}(X\,\Omega X)\ge\gamma\,\mathrm{Tr}(X^2)$.

```lean
import Mathlib

open Matrix

namespace SCFOrbitalHessian

variable {n : Type*} [Fintype n] [DecidableEq n]
```

Q: Why should that space describe changes of a density matrix?

A: Here $P$ is the one-particle density matrix of a single spin channel in a finite, real, orthonormal basis. Integer occupations mean $P^2=P$. Replacing $P$ by $P+X$ and keeping first order gives $PX+XP=X$. `tangentSpace P` is this linear condition together with $X^T=X$; the file does not construct the curved set of projectors itself.

```lean
/-- The tangent space at the density matrix `P`: real symmetric `X` with `PX + XP = X`. -/
def tangentSpace (P : Matrix n n ℝ) : Submodule ℝ (Matrix n n ℝ) where
  carrier := {X | Xᵀ = X ∧ P * X + X * P = X}
  zero_mem' := by simp
  add_mem' := by
    rintro X Y ⟨hX, hX'⟩ ⟨hY, hY'⟩
    change (X + Y)ᵀ = X + Y ∧ P * (X + Y) + (X + Y) * P = X + Y
    refine ⟨by rw [transpose_add, hX, hY], ?_⟩
    calc P * (X + Y) + (X + Y) * P = (P * X + X * P) + (P * Y + Y * P) := by noncomm_ring
      _ = X + Y := by rw [hX', hY']
  smul_mem' := by
    rintro c X ⟨hX, hX'⟩
    change (c • X)ᵀ = c • X ∧ P * (c • X) + (c • X) * P = c • X
    refine ⟨by rw [transpose_smul, hX], ?_⟩
    rw [Matrix.mul_smul, Matrix.smul_mul, ← smul_add, hX']
```

Q: And `orbitalHessian`? A real SCF Hessian contains the response of $F$ to the density.

A: This one does not. $F$ is a fixed matrix, so $\Omega$ is only the orbital-energy part of the Hessian, and its positivity does not establish stability of an SCF solution. In Lean it is a linear map on all matrices, with both commutators written out.

```lean
/-- The map `Ω X = -[P, [F, X]]` for a density matrix `P` and a Fock matrix `F`. -/
def orbitalHessian (P F : Matrix n n ℝ) : Matrix n n ℝ →ₗ[ℝ] Matrix n n ℝ where
  toFun X := -(P * (F * X - X * F) - (F * X - X * F) * P)
  map_add' X Y := by noncomm_ring
  map_smul' c X := by
    simp only [Matrix.mul_smul, Matrix.smul_mul, ← smul_sub, ← smul_neg, RingHom.id_apply]
```

Q: Where is the physics of the ground state, then?

A: In `AufbauGap`. The field `comm` is the SCF stationarity condition $[P,F]=0$. The fields `occ` and `virt` express aufbau filling: for nonzero $v$, the normalised expectation value $v\cdot Fv/v\cdot v$ is at most $\mu$ for occupied $v$ and at least $\mu+\gamma$ for virtual $v$. When both kinds of orbital exist, $\gamma$ is therefore a lower bound on the HOMO–LUMO gap. These conditions are assumed, not derived from an SCF iteration. The structure leaves the sign of $\gamma$ open; the main theorem adds $\gamma>0$.

```lean
/-- `P` is an orthogonal projector commuting with the symmetric Fock matrix `F`, whose quadratic
form satisfies `v · F v ≤ μ (v · v)` on the range of `P` and `v · F v ≥ (μ + γ) (v · v)` on its
kernel. -/
structure AufbauGap (P F : Matrix n n ℝ) (μ γ : ℝ) : Prop where
  symmP : Pᵀ = P
  idem : P * P = P
  symmF : Fᵀ = F
  comm : P * F = F * P
  occ : ∀ v : n → ℝ, P *ᵥ v = v → v ⬝ᵥ F *ᵥ v ≤ μ * (v ⬝ᵥ v)
  virt : ∀ v : n → ℝ, P *ᵥ v = 0 → (μ + γ) * (v ⬝ᵥ v) ≤ v ⬝ᵥ F *ᵥ v
```

Q: How do statements about vectors become statements about traces?

A: Column by column. If $B$ has columns $b_j$, then

$$\mathrm{Tr}(B^TFB)-a\,\mathrm{Tr}(B^TB)=\sum_j\left(b_j\cdot Fb_j-a\,b_j\cdot b_j\right).$$

That is `trace_columns`.

```lean
omit [DecidableEq n] in
/-- The trace of `Bᵀ F B - a Bᵀ B` is the sum over the columns `b` of `B` of
`b · F b - a b · b`. -/
theorem trace_columns (F B : Matrix n n ℝ) (a : ℝ) :
    (Bᵀ * (F * B)).trace - a * (Bᵀ * B).trace =
      ∑ j, ((fun i => B i j) ⬝ᵥ F *ᵥ (fun i => B i j)
        - a * ((fun i => B i j) ⬝ᵥ (fun i => B i j))) := by
  rw [Finset.sum_sub_distrib, ← Finset.mul_sum]
  rfl
```

A: For symmetric $X$ we also have $\mathrm{Tr}(X^2)=\sum_{ij}X_{ij}^2$, so the trace form is a genuine inner product on the tangent space.

```lean
omit [DecidableEq n] in
/-- For a symmetric matrix, `Tr X²` is the sum of the squares of all entries. -/
theorem trace_sq {X : Matrix n n ℝ} (hX : Xᵀ = X) :
    (X * X).trace = ∑ i, ∑ j, X i j ^ 2 := by
  simp only [Matrix.trace, Matrix.diag_apply, Matrix.mul_apply]
  refine Finset.sum_congr rfl fun i _ => Finset.sum_congr rfl fun j _ => ?_
  have h : X j i = X i j := congrArg (fun M : Matrix n n ℝ => M i j) hX
  rw [h, sq]
```

Q: Does $\Omega X$ stay tangent?

A: Put $C=[F,X]$. Since $F$ and $X$ are symmetric, $C^T=-C$. Then $\Omega X=CP-PC$ has transpose $-PC+CP$, which is the same matrix. Moreover,

$$P(CP-PC)+(CP-PC)P=-PC+CP,$$

because the $PCP$ terms cancel and $P^2=P$. The proof replaces the commutator by a single letter `C` and does the same algebra.

```lean
/-- For symmetric `F`, `Ω` maps the tangent space at an orthogonal projector into itself. -/
theorem orbitalHessian_mem {P F X : Matrix n n ℝ} (hP : Pᵀ = P) (hI : P * P = P)
    (hF : Fᵀ = F) (hX : X ∈ tangentSpace P) : orbitalHessian P F X ∈ tangentSpace P := by
  obtain ⟨hs, -⟩ := hX
  have hC : (F * X - X * F)ᵀ = -(F * X - X * F) := by
    rw [transpose_sub, transpose_mul, transpose_mul, hF, hs, neg_sub]
  change (-(P * (F * X - X * F) - (F * X - X * F) * P))ᵀ =
      -(P * (F * X - X * F) - (F * X - X * F) * P) ∧
    P * (-(P * (F * X - X * F) - (F * X - X * F) * P)) +
      (-(P * (F * X - X * F) - (F * X - X * F) * P)) * P =
      -(P * (F * X - X * F) - (F * X - X * F) * P)
  generalize F * X - X * F = C at hC ⊢
  constructor
  · rw [transpose_neg, transpose_sub, transpose_mul, transpose_mul, hP, hC]
    noncomm_ring
  · calc P * (-(P * C - C * P)) + (-(P * C - C * P)) * P
        = -((P * P) * C) + C * (P * P) := by noncomm_ring
      _ = -(P * C - C * P) := by rw [hI]; abel
```

Q: And self-adjointness?

A: Expand:

$$\mathrm{Tr}(Y\,\Omega X)=-\mathrm{Tr}(YPFX)+\mathrm{Tr}(YPXF)+\mathrm{Tr}(YFXP)-\mathrm{Tr}(YXFP).$$

Cyclicity turns the last three traces into $\mathrm{Tr}(FYPX)$, $\mathrm{Tr}(PYFX)$ and $\mathrm{Tr}(FPYX)$. With $PF=FP$, the result is the expansion of $\mathrm{Tr}((\Omega Y)X)$. In Lean, `e1` and `e2` are the two expansions, and `trace_mul_comm` supplies cyclicity. This identity holds for all real matrices $X,Y$.

```lean
/-- If `P` and `F` commute, `Ω` is self-adjoint for the trace form. -/
theorem orbitalHessian_selfAdjoint {P F : Matrix n n ℝ} (hPF : P * F = F * P)
    (X Y : Matrix n n ℝ) :
    (Y * orbitalHessian P F X).trace = (orbitalHessian P F Y * X).trace := by
  have e1 : Y * orbitalHessian P F X =
      -(Y * (P * F) * X) + Y * P * X * F + Y * F * X * P - Y * X * (F * P) := by
    change Y * (-(P * (F * X - X * F) - (F * X - X * F) * P)) = _
    noncomm_ring
  have e2 : orbitalHessian P F Y * X =
      -((P * F) * (Y * X)) + P * (Y * F * X) + F * (Y * P * X) - Y * (F * P) * X := by
    change (-(P * (F * Y - Y * F) - (F * Y - Y * F) * P)) * X = _
    noncomm_ring
  rw [e1, e2]
  simp only [trace_add, trace_sub, trace_neg]
  rw [trace_mul_comm (Y * P * X) F, trace_mul_comm (Y * F * X) P,
    trace_mul_comm (Y * X) (F * P), hPF]
  ring
```

Q: Now the inequality. Where does the gap enter?

A: Multiplying $PX+XP=X$ by $P$ from the left gives $PXP=0$. Hence the columns of $XP$ are virtual, while those of $PX$ are occupied. The column formula gives

$$\mathrm{Tr}(PXFXP)\ge(\mu+\gamma)\,\mathrm{Tr}(XPX),\qquad \mathrm{Tr}(XPFPX)\le\mu\,\mathrm{Tr}(XPX),$$

using $\mathrm{Tr}(PX^2P)=\mathrm{Tr}(XPX)$. Setting $Y=X$ in the expansion above, and using $PFP=PF$, we get

$$\mathrm{Tr}(X\,\Omega X)=2\,\mathrm{Tr}(PXFXP)-2\,\mathrm{Tr}(XPFPX)\ge2\gamma\,\mathrm{Tr}(XPX).$$

Finally, $\mathrm{Tr}(X^2)=\mathrm{Tr}(X(PX+XP))=2\,\mathrm{Tr}(XPX)$, which gives the bound. In the code `hv` and `ho` are the two inequalities, and `m1` to `m5` reduce every trace to the same three numbers.

```lean
/-- Under the conditions `AufbauGap P F μ γ`, `Tr(X Ω X) ≥ γ Tr(X²)` on the tangent space. -/
theorem orbitalHessian_coercive {P F X : Matrix n n ℝ} {μ γ : ℝ} (h : AufbauGap P F μ γ)
    (hX : X ∈ tangentSpace P) :
    γ * (X * X).trace ≤ (X * orbitalHessian P F X).trace := by
  obtain ⟨hs, ht⟩ := hX
  have hPXP : P * (X * P) = 0 := by
    have e : P * (P * X + X * P) = P * X := by rw [ht]
    rw [mul_add, ← mul_assoc P P X, h.idem] at e
    exact add_eq_left.mp e
  -- columns of `XP` are virtual, columns of `PX` are occupied
  have hv : 0 ≤ ((X * P)ᵀ * (F * (X * P))).trace - (μ + γ) * ((X * P)ᵀ * (X * P)).trace := by
    rw [trace_columns]
    refine Finset.sum_nonneg fun j _ => sub_nonneg.mpr (h.virt _ ?_)
    funext i
    exact congrArg (fun M : Matrix n n ℝ => M i j) hPXP
  have ho : ((P * X)ᵀ * (F * (P * X))).trace - μ * ((P * X)ᵀ * (P * X)).trace ≤ 0 := by
    rw [trace_columns]
    refine Finset.sum_nonpos fun j _ => sub_nonpos.mpr (h.occ _ ?_)
    have hB : P * (P * X) = P * X := by rw [← mul_assoc, h.idem]
    funext i
    exact congrArg (fun M : Matrix n n ℝ => M i j) hB
  rw [transpose_mul, hs, h.symmP] at hv ho
  -- all traces are reduced to three numbers
  have m1 : X * P * (P * X) = X * P * X := by
    rw [← mul_assoc, mul_assoc X P P, h.idem]
  have m2 : X * P * (F * (P * X)) = X * (P * F) * X := by
    calc X * P * (F * (P * X)) = X * ((P * F) * P) * X := by noncomm_ring
      _ = X * (F * (P * P)) * X := by rw [h.comm, mul_assoc F P P]
      _ = X * (P * F) * X := by rw [h.idem, h.comm]
  have m3 : (P * X * (F * (X * P))).trace = (X * F * (X * P)).trace := by
    have e : P * X * (F * (X * P)) = P * (X * F * (X * P)) := by noncomm_ring
    rw [e, trace_mul_comm, mul_assoc (X * F), mul_assoc X P P, h.idem]
  have m4 : (X * X).trace = 2 * (X * P * X).trace := by
    have e : X * X = X * P * X + X * (X * P) := by
      calc X * X = X * (P * X + X * P) := by rw [ht]
        _ = _ := by noncomm_ring
    rw [e, trace_add, trace_mul_comm X (X * P)]
    ring
  have m5 : (X * orbitalHessian P F X).trace =
      2 * (X * F * (X * P)).trace - 2 * (X * (P * F) * X).trace := by
    have e : X * orbitalHessian P F X =
        -(X * (P * F) * X) + X * P * (X * F) + X * F * (X * P) - X * (X * (F * P)) := by
      change X * (-(P * (F * X - X * F) - (F * X - X * F) * P)) = _
      noncomm_ring
    rw [e, trace_sub, trace_add, trace_add, trace_neg, trace_mul_comm (X * P) (X * F),
      trace_mul_comm X (X * (F * P)), ← h.comm]
    ring
  rw [m3, trace_mul_comm (P * X) (X * P), m1] at hv
  rw [m2, m1] at ho
  rw [m4, m5]
  nlinarith [hv, ho]
```

Q: That bounds an expectation value. What about the size of $\Omega X$?

A: The square of the symmetric matrix $\Omega X-\gamma X$ has nonnegative trace, so

$$\mathrm{Tr}((\Omega X)^2)\ge2\gamma\,\mathrm{Tr}(X\,\Omega X)-\gamma^2\,\mathrm{Tr}(X^2)\ge\gamma^2\,\mathrm{Tr}(X^2).$$

```lean
/-- Under the conditions `AufbauGap P F μ γ` with `γ > 0`, `γ² Tr(X²) ≤ Tr((Ω X)²)` on the tangent
space. -/
theorem orbitalHessian_lower_bound {P F X : Matrix n n ℝ} {μ γ : ℝ} (h : AufbauGap P F μ γ)
    (hγ : 0 < γ) (hX : X ∈ tangentSpace P) :
    γ ^ 2 * (X * X).trace ≤ (orbitalHessian P F X * orbitalHessian P F X).trace := by
  have hc := mul_le_mul_of_nonneg_left (orbitalHessian_coercive h hX) hγ.le
  have hY := orbitalHessian_mem h.symmP h.idem h.symmF hX
  generalize orbitalHessian P F X = Y at hc hY ⊢
  -- expand the square of `Y - γ X`
  obtain ⟨hZ, -⟩ := (tangentSpace P).sub_mem hY ((tangentSpace P).smul_mem γ hX)
  have h0 : 0 ≤ ((Y - γ • X) * (Y - γ • X)).trace := by
    rw [trace_sq hZ]
    positivity
  simp only [sub_mul, mul_sub, Matrix.smul_mul, Matrix.mul_smul, trace_sub, trace_smul,
    smul_eq_mul] at h0
  rw [trace_mul_comm Y X] at h0
  nlinarith [h0, hc]
```

Q: And bijectivity follows?

A: If $\Omega X=0$, this bound forces $\sum_{ij}X_{ij}^2\le0$, so every entry vanishes (`hker`). Applied to a difference of two tangent matrices, this gives injectivity (`hinj`). An injective linear map of a finite-dimensional space into itself is surjective. `Set.BijOn` says precisely that $\Omega$ is a bijection from the tangent space onto itself, not on all matrices.

Q: What if I drop $\gamma>0$?

A: Take $P=\mathrm{diag}(1,0)$, $F=0$ and $\mu=\gamma=0$. All the `AufbauGap` conditions hold, but $\Omega=0$, while $X=\begin{pmatrix}0&1\\1&0\end{pmatrix}$ is a nonzero tangent matrix. Bijectivity fails.

```lean
/-- With a gap `γ > 0`, `Ω` is a bijection of the tangent space onto itself, self-adjoint for
the trace form, and satisfies `Tr(X Ω X) ≥ γ Tr(X²)` there. -/
theorem orbitalHessian_bijective_selfAdjoint_coercive {P F : Matrix n n ℝ} {μ γ : ℝ}
    (h : AufbauGap P F μ γ) (hγ : 0 < γ) :
    Set.BijOn (orbitalHessian P F) (tangentSpace P) (tangentSpace P) ∧
    (∀ X ∈ tangentSpace P, ∀ Y ∈ tangentSpace P,
      (Y * orbitalHessian P F X).trace = (orbitalHessian P F Y * X).trace) ∧
    ∀ X ∈ tangentSpace P, γ * (X * X).trace ≤ (X * orbitalHessian P F X).trace := by
  have hmaps : ∀ X ∈ tangentSpace P, orbitalHessian P F X ∈ tangentSpace P :=
    fun X hX => orbitalHessian_mem h.symmP h.idem h.symmF hX
  have hker : ∀ X ∈ tangentSpace P, orbitalHessian P F X = 0 → X = 0 := by
    intro X hX h0
    have hb := orbitalHessian_lower_bound h hγ hX
    rw [h0, mul_zero, trace_zero] at hb
    obtain ⟨hs, -⟩ := hX
    rw [trace_sq hs] at hb
    have hle : ∑ i, ∑ j, X i j ^ 2 ≤ 0 := by
      by_contra hn
      exact absurd hb (not_le_of_gt (mul_pos (pow_pos hγ 2) (not_le.mp hn)))
    ext i j
    have h1 : X i j ^ 2 ≤ ∑ l, X i l ^ 2 :=
      Finset.single_le_sum (f := fun l => X i l ^ 2) (fun l _ => sq_nonneg _)
        (Finset.mem_univ j)
    have h2 : ∑ l, X i l ^ 2 ≤ ∑ k, ∑ l, X k l ^ 2 :=
      Finset.single_le_sum (f := fun k => ∑ l, X k l ^ 2)
        (fun k _ => Finset.sum_nonneg fun l _ => sq_nonneg _) (Finset.mem_univ i)
    have h3 : X i j ^ 2 = 0 := le_antisymm (by linarith) (sq_nonneg _)
    simpa using h3
  have hinj : Set.InjOn (orbitalHessian P F) (tangentSpace P) := by
    intro X hX Y hY hXY
    refine sub_eq_zero.mp (hker _ ((tangentSpace P).sub_mem hX hY) ?_)
    rw [map_sub, hXY, sub_self]
  refine ⟨⟨hmaps, hinj, ?_⟩, fun X _ Y _ => orbitalHessian_selfAdjoint h.comm X Y,
    fun X hX => orbitalHessian_coercive h hX⟩
  -- in finite dimension an injective endomorphism is surjective
  have hL : Function.Injective ((orbitalHessian P F).restrict hmaps) := fun x y hxy =>
    Subtype.ext (hinj x.2 y.2 (congrArg Subtype.val hxy))
  intro Y hY
  obtain ⟨x, hx⟩ := LinearMap.injective_iff_surjective.mp hL ⟨Y, hY⟩
  exact ⟨x, x.2, congrArg Subtype.val hx⟩
```

Q: I would recognise this more readily in orbitals.

A: Let $u$ be occupied with energy $e$, $v$ virtual with energy $e'$, and $X=vu^T+uv^T$. Then $[F,X]=(e'-e)(vu^T-uv^T)$ and $[P,vu^T-uv^T]=-X$, so $\Omega X=(e'-e)X$. The helpers `L` and `R` in the proof let a matrix act on the left or right factor of such a product.

```lean
/-- Let `P` and `F` be symmetric. For an occupied orbital `u` of energy `e` and a virtual orbital
`v` of energy `e'`, `Ω` multiplies the matrix `v uᵀ + u vᵀ` by `e' - e`. -/
theorem orbitalHessian_orbital_pair {P F : Matrix n n ℝ} (hP : Pᵀ = P) (hF : Fᵀ = F)
    {u v : n → ℝ} {e e' : ℝ} (hu : P *ᵥ u = u) (hv : P *ᵥ v = 0)
    (hFu : F *ᵥ u = e • u) (hFv : F *ᵥ v = e' • v) :
    orbitalHessian P F (vecMulVec v u + vecMulVec u v) =
      (e' - e) • (vecMulVec v u + vecMulVec u v) := by
  have T : ∀ x y : n → ℝ, (vecMulVec x y)ᵀ = vecMulVec y x := by
    intro x y
    ext i j
    simp only [transpose_apply, vecMulVec_apply, mul_comm]
  have L : ∀ (M : Matrix n n ℝ) (x y : n → ℝ) (c : ℝ), M *ᵥ x = c • x →
      M * vecMulVec x y = c • vecMulVec x y := by
    intro M x y c hM
    ext i j
    have hi := congrFun hM i
    simp only [mulVec, dotProduct, Pi.smul_apply, smul_eq_mul] at hi
    simp only [Matrix.mul_apply, vecMulVec_apply, Matrix.smul_apply, smul_eq_mul,
      ← mul_assoc, ← Finset.sum_mul, hi]
  have R : ∀ (M : Matrix n n ℝ) (x y : n → ℝ) (c : ℝ), Mᵀ = M → M *ᵥ x = c • x →
      vecMulVec y x * M = c • vecMulVec y x := by
    intro M x y c hs hM
    have ht := congrArg Matrix.transpose (L M x y c hM)
    rwa [transpose_mul, transpose_smul, hs, T] at ht
  have hu1 : P *ᵥ u = (1 : ℝ) • u := by rw [hu, one_smul]
  have hv0 : P *ᵥ v = (0 : ℝ) • v := by rw [hv, zero_smul]
  -- the inner commutator produces the energy difference
  have hC : F * (vecMulVec v u + vecMulVec u v) - (vecMulVec v u + vecMulVec u v) * F =
      (e' - e) • (vecMulVec v u - vecMulVec u v) := by
    rw [mul_add, add_mul, L F v u e' hFv, L F u v e hFu, R F u v e hF hFu, R F v u e' hF hFv]
    module
  change -(P * (F * (vecMulVec v u + vecMulVec u v) - (vecMulVec v u + vecMulVec u v) * F) -
    (F * (vecMulVec v u + vecMulVec u v) - (vecMulVec v u + vecMulVec u v) * F) * P) = _
  rw [hC, Matrix.mul_smul, Matrix.smul_mul, mul_sub, sub_mul, L P v u 0 hv0, L P u v 1 hu1,
    R P u v 1 hP hu1, R P v u 0 hP hv0]
  module
```

Q: Where would I meet this in a calculation?

A: In the static linear response of a non-interacting system, with $F$ frozen apart from a time-independent symmetric perturbation $V$. Linearising $[F+V,P+X]=0$ gives $[F,X]=-[V,P]$, hence $\Omega X=-(PV+VP-2PVP)$. In an orthonormal eigenbasis of $F$, with $i$ occupied and $a$ virtual, the solution is the division $X_{ai}=-V_{ai}/(\varepsilon_a-\varepsilon_i)$. The smallest of these denominators is the HOMO–LUMO gap.

Q: Does any system satisfy all the conditions?

A: Two sites with hopping $-1$ do. The occupied orbital $(1,1)/\sqrt2$ has energy $-1$ and the virtual orbital $(1,-1)/\sqrt2$ has energy $+1$, so $\mu=-1$ and $\gamma=2$. The tangent matrix $\mathrm{diag}(1,-1)$ moves charge from one site to the other. The proof checks the matrix entries and solves $Pv=v$ and $Pv=0$ for the components of $v$.

```lean
/-- The two-site model with hopping `-1` and its symmetric orbital occupied meets the
conditions with `μ = -1` and `γ = 2`, and `diag(1, -1)` is a tangent matrix. -/
theorem aufbauGap_witness :
    AufbauGap !![(1 / 2 : ℝ), 1 / 2; 1 / 2, 1 / 2] !![0, -1; -1, 0] (-1) 2 ∧
    !![(1 : ℝ), 0; 0, -1] ∈ tangentSpace !![(1 / 2 : ℝ), 1 / 2; 1 / 2, 1 / 2] := by
  refine ⟨⟨?_, ?_, ?_, ?_, ?_, ?_⟩, ?_⟩
  · ext i j
    fin_cases i <;> fin_cases j <;> simp
  · ext i j
    fin_cases i <;> fin_cases j <;> norm_num [Matrix.mul_apply, Fin.sum_univ_two]
  · ext i j
    fin_cases i <;> fin_cases j <;> simp
  · ext i j
    fin_cases i <;> fin_cases j <;> norm_num [Matrix.mul_apply, Fin.sum_univ_two]
  · intro v hv
    have h0 := congrFun hv 0
    simp [Matrix.mulVec, dotProduct, Fin.sum_univ_two] at h0 ⊢
    have h1 : v 1 = v 0 := by linarith
    rw [h1]
    linarith
  · intro v hv
    have h0 := congrFun hv 0
    simp [Matrix.mulVec, dotProduct, Fin.sum_univ_two] at h0 ⊢
    have h1 : v 1 = -v 0 := by linarith
    rw [h1]
    linarith
  · change (!![(1 : ℝ), 0; 0, -1])ᵀ = !![(1 : ℝ), 0; 0, -1] ∧
      !![(1 / 2 : ℝ), 1 / 2; 1 / 2, 1 / 2] * !![(1 : ℝ), 0; 0, -1] +
        !![(1 : ℝ), 0; 0, -1] * !![(1 / 2 : ℝ), 1 / 2; 1 / 2, 1 / 2] = !![(1 : ℝ), 0; 0, -1]
    constructor
    · ext i j
      fin_cases i <;> fin_cases j <;> simp
    · ext i j
      fin_cases i <;> fin_cases j <;> norm_num [Matrix.mul_apply, Fin.sum_univ_two]

end SCFOrbitalHessian
```

```lean
#print axioms SCFOrbitalHessian.orbitalHessian_bijective_selfAdjoint_coercive
#print axioms SCFOrbitalHessian.orbitalHessian_orbital_pair
```

```
'SCFOrbitalHessian.orbitalHessian_bijective_selfAdjoint_coercive' depends on axioms: [propext, Classical.choice, Quot.sound]
'SCFOrbitalHessian.orbitalHessian_orbital_pair' depends on axioms: [propext, Classical.choice, Quot.sound]
```
